# A regular planar k-point shell of nonzero radius admits completeness weights exactly when it has at least three vectors

A band-structure calculation for a two-dimensional crystal yields Bloch states on a discrete mesh of k-points. The spread of a Wannier function, which some localisation procedures minimise, involves the position operator, and in the Bloch representation this becomes a derivative with respect to $k$. On the mesh the derivative can be approximated by differences between a point $k$ and its neighbours $k+b_j$. A common form is

$$\nabla f(k)\approx\sum_j w_j\,b_j\,[f(k+b_j)-f(k)],$$

with real weights $w_j$. If $f$ is linear with slope $g$, the right-hand side is $\sum_j w_j\,b_j\,(b_j\cdot g)$. It returns $g$ for every slope precisely when

$$\sum_j w_j\,b_j b_j^{\mathsf T}=\mathbf 1 .$$

This is the completeness relation for the shell of neighbours. Which shells can satisfy it, and with what common weight, is settled below for $N$ vectors of equal length at equal angular spacing in the plane.

In Lean 4 with Mathlib:

```lean
import Mathlib

open Matrix

namespace KPointShell

noncomputable section
```

## Vectors at equal angles

Let the shell have radius $b$ and orientation $\varphi$. Its vectors are numbered $j=0,\dots,N-1$, and the polar angle of the $j$-th is

$$\theta_j=\varphi+\frac{2\pi j}{N}.$$

The choice $\varphi=0$ puts the first vector on the $x$ axis. In the code the angle is `shellAngle φ N j`.

```lean
/-- The polar angle of the `j`-th vector in a regular shell of `N` vectors with orientation `φ`. -/
def shellAngle (φ : ℝ) (N j : ℕ) : ℝ := φ + 2 * Real.pi * j / N
```

The vector itself is $b_j=b\,(\cos\theta_j,\sin\theta_j)$. Its type `Fin 2 → ℝ` is a pair of real Cartesian components, indexed by 0 and 1. The theorems that need a nondegenerate shell assume only $b\neq0$; a negative $b$ reverses every vector, and the length is then $|b|$.

Square and triangular meshes have nearest-neighbour shells of this kind, with $N=4$ and $N=6$. Nothing in the definition requires the vectors to connect points of a lattice, so $N=5$ is covered as well. Three-dimensional meshes and combinations of several shells are not.

```lean
/-- The `j`-th vector of a regular planar shell of `N` neighbouring k-points at distance `|b|`. -/
def shellVec (b φ : ℝ) (N j : ℕ) : Fin 2 → ℝ :=
  ![b * Real.cos (shellAngle φ N j), b * Real.sin (shellAngle φ N j)]
```

The left-hand side of the completeness relation is the second-moment tensor

$$T_{\alpha\beta}=\sum_{j=0}^{N-1}w_j\,(b_j)_\alpha(b_j)_\beta .$$

In `shellTensor` the weights are a function `w : ℕ → ℝ`, of which only the first $N$ values enter. They may differ from vector to vector and may be negative. A common weight is the constant function `fun _ => w`.

```lean
/-- The weighted second-moment tensor of the shell, the sum of `w j` times the dyad of the
`j`-th shell vector with itself. -/
def shellTensor (w : ℕ → ℝ) (b φ : ℝ) (N : ℕ) : Matrix (Fin 2) (Fin 2) ℝ :=
  Matrix.of fun α β => ∑ j ∈ Finset.range N, w j * shellVec b φ N j α * shellVec b φ N j β
```

## Cancellation of the doubled phases

Products of two components of $b_j$ contain $\cos^2\theta_j$, $\sin^2\theta_j$ and $\cos\theta_j\sin\theta_j$, which depend on $\theta_j$ only through $2\theta_j$. The sum to evaluate is therefore that of $e^{2i\theta_j}$. With $\zeta=e^{2\pi i/N}$,

$$\sum_{j=0}^{N-1}e^{2i\theta_j}=e^{2i\varphi}\sum_{j=0}^{N-1}(\zeta^2)^j .$$

Call the ratio $q=\zeta^2$. The geometric sum obeys

$$(q-1)\sum_{j=0}^{N-1}q^j=q^N-1=0,$$

because $\zeta^N=1$. If $q\neq1$, the sum must vanish. Since $\zeta$ is a primitive $N$-th root of unity, $\zeta^2=1$ would require $N$ to divide 2, which is impossible for $N\ge3$. For $N=2$ the ratio is 1 and the terms add up instead of cancelling.

The proof follows this order: `hne` excludes the ratio 1, `hgeom` makes the geometric sum vanish, and `hterm` factors each phase.

```lean
/-- For at least three shell vectors, the phases at twice the polar angles sum to zero. -/
theorem sum_double_phase {N : ℕ} (hN : 3 ≤ N) (φ : ℝ) :
    ∑ j ∈ Finset.range N,
      Complex.exp (((2 * shellAngle φ N j : ℝ) : ℂ) * Complex.I) = 0 := by
  have hζ := Complex.isPrimitiveRoot_exp N (by omega)
  set ζ := Complex.exp (2 * Real.pi * Complex.I / N) with hdef
  -- the ratio of the geometric series is not one
  have hne : ζ ^ 2 ≠ 1 := by
    intro h
    have h2 := Nat.le_of_dvd (by norm_num) (hζ.dvd_of_pow_eq_one 2 h)
    omega
  have hgeom : ∑ j ∈ Finset.range N, (ζ ^ 2) ^ j = 0 := by
    have h := geom_sum_mul (ζ ^ 2) N
    have h1 : (ζ ^ 2) ^ N = 1 := by
      rw [← pow_mul, mul_comm, pow_mul, hζ.pow_eq_one, one_pow]
    rw [h1, sub_self] at h
    exact (mul_eq_zero.mp h).resolve_right (sub_ne_zero.mpr hne)
  have hterm : ∀ j ∈ Finset.range N,
      Complex.exp (((2 * shellAngle φ N j : ℝ) : ℂ) * Complex.I)
        = Complex.exp (2 * φ * Complex.I) * (ζ ^ 2) ^ j := by
    intro j _
    rw [← pow_mul, hdef, ← Complex.exp_nat_mul, ← Complex.exp_add]
    congr 1
    simp only [shellAngle]
    push_cast
    ring
  rw [Finset.sum_congr rfl hterm, ← Finset.mul_sum, hgeom, mul_zero]
```

## The isotropic tensor

Now give all vectors the same weight $w$. The double-angle formulas yield

$$T_{00}=\frac{wb^2}{2}\sum_j(1+\cos2\theta_j),\qquad
T_{11}=\frac{wb^2}{2}\sum_j(1-\cos2\theta_j),$$

$$T_{01}=T_{10}=\frac{wb^2}{2}\sum_j\sin2\theta_j .$$

The real and imaginary parts of the phase sum are $\sum_j\cos2\theta_j=0$ and $\sum_j\sin2\theta_j=0$. Only the constants survive:

$$T=\frac{wNb^2}{2}\,\mathbf 1\qquad(N\ge3).$$

The orientation has dropped out. In the proof, `hC` and `hS` extract the two vanishing sums, and `h00`, `h11`, `h01` and `h10` evaluate the four entries.

```lean
/-- An equally weighted regular shell of at least three vectors has an isotropic second-moment
tensor, equal to `w N b² / 2` times the identity. -/
theorem shellTensor_isotropic {N : ℕ} (hN : 3 ≤ N) (w b φ : ℝ) :
    shellTensor (fun _ => w) b φ N = (w * N * b ^ 2 / 2) • (1 : Matrix (Fin 2) (Fin 2) ℝ) := by
  have hC : ∑ j ∈ Finset.range N, Real.cos (2 * shellAngle φ N j) = 0 := by
    have h := congrArg Complex.re (sum_double_phase hN φ)
    simpa only [Complex.re_sum, Complex.exp_ofReal_mul_I_re, Complex.zero_re] using h
  have hS : ∑ j ∈ Finset.range N, Real.sin (2 * shellAngle φ N j) = 0 := by
    have h := congrArg Complex.im (sum_double_phase hN φ)
    simpa only [Complex.im_sum, Complex.exp_ofReal_mul_I_im, Complex.zero_im] using h
  -- each entry is a constant plus a multiple of one of the two vanishing sums
  have h00 : shellTensor (fun _ => w) b φ N 0 0 = w * N * b ^ 2 / 2 := by
    have h : shellTensor (fun _ => w) b φ N 0 0 = ∑ j ∈ Finset.range N,
        (w * b ^ 2 / 2 + w * b ^ 2 / 2 * Real.cos (2 * shellAngle φ N j)) := by
      simp only [shellTensor, Matrix.of_apply, shellVec, Matrix.cons_val_zero]
      refine Finset.sum_congr rfl fun j _ => ?_
      rw [Real.cos_two_mul]
      ring
    rw [h, Finset.sum_add_distrib, ← Finset.mul_sum, hC, Finset.sum_const,
      Finset.card_range, nsmul_eq_mul]
    ring
  have h11 : shellTensor (fun _ => w) b φ N 1 1 = w * N * b ^ 2 / 2 := by
    have h : shellTensor (fun _ => w) b φ N 1 1 = ∑ j ∈ Finset.range N,
        (w * b ^ 2 / 2 - w * b ^ 2 / 2 * Real.cos (2 * shellAngle φ N j)) := by
      simp only [shellTensor, Matrix.of_apply, shellVec, Matrix.cons_val_one,
        Matrix.cons_val_zero]
      refine Finset.sum_congr rfl fun j _ => ?_
      rw [Real.cos_two_mul]
      linear_combination w * b ^ 2 * Real.sin_sq_add_cos_sq (shellAngle φ N j)
    rw [h, Finset.sum_sub_distrib, ← Finset.mul_sum, hC, Finset.sum_const,
      Finset.card_range, nsmul_eq_mul]
    ring
  have h01 : shellTensor (fun _ => w) b φ N 0 1 = 0 := by
    have h : shellTensor (fun _ => w) b φ N 0 1 = ∑ j ∈ Finset.range N,
        w * b ^ 2 / 2 * Real.sin (2 * shellAngle φ N j) := by
      simp only [shellTensor, Matrix.of_apply, shellVec, Matrix.cons_val_one,
        Matrix.cons_val_zero]
      refine Finset.sum_congr rfl fun j _ => ?_
      rw [Real.sin_two_mul]
      ring
    rw [h, ← Finset.mul_sum, hS, mul_zero]
  have h10 : shellTensor (fun _ => w) b φ N 1 0 = 0 := by
    rw [← h01]
    simp only [shellTensor, Matrix.of_apply]
    exact Finset.sum_congr rfl fun j _ => by ring
  ext i j
  fin_cases i <;> fin_cases j <;> simp [h00, h01, h10, h11]
```

## The value of the common weight

The tensor equals the identity exactly when $wNb^2/2=1$, and since $N$ and $b$ are nonzero this means

$$w=\frac{2}{Nb^2}.$$

A square shell thus has $w=1/(2b^2)$ and a triangular-mesh shell $w=1/(3b^2)$.

A shell with $N=3$, $b=2$ and $\varphi=0$ shows the numbers at work. It consists of every second vector of the six-vector shell of a triangular mesh; it is not a complete neighbour shell, which would contain the opposite of each vector. Its vectors are $(2,0)$, $(-1,\sqrt3)$ and $(-1,-\sqrt3)$. The unweighted sums are $4+1+1=6$ for $xx$, $0+3+3=6$ for $yy$ and $0-\sqrt3+\sqrt3=0$ for $xy$. The weight $2/(3\cdot4)=1/6$ turns this into the identity.

The theorem is an equivalence, so it gives both that this weight works and that no other common weight does. The uniqueness concerns common weights only: on a square shell, weight can be moved from a vector to its opposite without changing $T$. One direction of the proof reads off the upper left entry of the matrix equation, and the other substitutes the weight into the isotropic tensor.

```lean
/-- For `b ≠ 0` and a regular shell of at least three vectors of length `|b|`, a common weight `w`
gives the completeness relation exactly when `w = 2 / (N b²)`. -/
theorem equal_weight_complete_iff {N : ℕ} (hN : 3 ≤ N) {b : ℝ} (hb : b ≠ 0) (φ w : ℝ) :
    shellTensor (fun _ => w) b φ N = 1 ↔ w = 2 / (N * b ^ 2) := by
  have hN0 : (N : ℝ) ≠ 0 := Nat.cast_ne_zero.mpr (by omega)
  rw [shellTensor_isotropic hN]
  constructor
  · intro h
    have h0 := congrFun (congrFun h 0) 0
    simp only [Matrix.smul_apply, Matrix.one_apply_eq, smul_eq_mul, mul_one] at h0
    rw [eq_div_iff (mul_ne_zero hN0 (pow_ne_zero 2 hb))]
    linarith
  · intro h
    have h1 : w * N * b ^ 2 / 2 = 1 := by
      rw [h]
      field_simp
    rw [h1, one_smul]
```

## One direction is too few

Suppose that all the vectors of a shell lie along one line. Its tensor is then a multiple of a single dyad, $M=a\,vv^{\mathsf T}$, with a real number $a$ and a planar vector $v$. For such a matrix

$$M_{00}M_{11}=a^2v_0^2v_1^2=M_{01}^2 ,$$

so its determinant is zero. The identity would require $1\cdot1=0$. Physically, differences taken along one line carry no information about the slope perpendicular to it.

The lemma takes the dyadic form as the hypothesis `hM` on the entries of `M`, and `hdet` is the displayed equation.

```lean
/-- A multiple of the dyad of a single planar vector is never the identity. -/
theorem single_direction_incomplete (M : Matrix (Fin 2) (Fin 2) ℝ) (a : ℝ) (v : Fin 2 → ℝ)
    (hM : ∀ α β, M α β = a * v α * v β) : M ≠ 1 := by
  intro h
  have h00 : a * v 0 * v 0 = 1 := by rw [← hM, h]; simp
  have h11 : a * v 1 * v 1 = 1 := by rw [← hM, h]; simp
  have h01 : a * v 0 * v 1 = 0 := by rw [← hM, h]; simp
  -- the determinant of a single dyad vanishes
  have hdet : (a * v 0 * v 0) * (a * v 1 * v 1) = (a * v 0 * v 1) * (a * v 0 * v 1) := by ring
  rw [h00, h11, h01] at hdet
  norm_num at hdet
```

For $N=2$ the angles are $\varphi$ and $\varphi+\pi$, hence $b_1=-b_0$. The sign disappears from the dyad, and

$$T=(w_0+w_1)\,b_0b_0^{\mathsf T}.$$

This is the case just excluded, whatever the two weights are. The proof establishes the reversal as `hopp` and then applies the lemma with $a=w_0+w_1$ and $v=b_0$. No condition on $b$ is needed here.

```lean
/-- A shell of two opposite vectors does not satisfy the completeness relation for any weights,
even if the two weights differ. -/
theorem two_vectors_incomplete (w : ℕ → ℝ) (b φ : ℝ) : shellTensor w b φ 2 ≠ 1 := by
  have h0 : shellAngle φ 2 0 = φ := by simp [shellAngle]
  have h1 : shellAngle φ 2 1 = φ + Real.pi := by
    simp only [shellAngle]
    push_cast
    ring
  have hopp : ∀ α, shellVec b φ 2 1 α = -shellVec b φ 2 0 α := by
    intro α
    fin_cases α <;> simp [shellVec, h0, h1, Real.cos_add_pi, Real.sin_add_pi]
  refine single_direction_incomplete _ (w 0 + w 1) (shellVec b φ 2 0) fun α β => ?_
  simp only [shellTensor, Matrix.of_apply, Finset.sum_range_succ, Finset.sum_range_zero, hopp]
  ring
```

## The threshold at three vectors

The remaining small shells fail for the same reason. A single vector gives $T=w_0\,b_0b_0^{\mathsf T}$, and an empty shell gives $T=0$, a dyad with $a=0$. For $N\ge3$ the common weight found above is a solution. So for $b\neq0$,

$$\text{some weights satisfy }\sum_{j=0}^{N-1}w_j\,b_jb_j^{\mathsf T}=\mathbf 1
\quad\Longleftrightarrow\quad N\ge3 .$$

In the forward direction the proof assumes $N<3$ and treats 0, 1 and 2 separately; in the reverse direction it supplies the weight $2/(Nb^2)$.

```lean
/-- A regular planar shell of `N` vectors of nonzero length admits weights satisfying the
completeness relation if and only if `N` is at least three. -/
theorem exists_complete_weights_iff (N : ℕ) {b : ℝ} (hb : b ≠ 0) (φ : ℝ) :
    (∃ w : ℕ → ℝ, shellTensor w b φ N = 1) ↔ 3 ≤ N := by
  constructor
  · rintro ⟨w, hw⟩
    by_contra hlt
    have hcases : N = 0 ∨ N = 1 ∨ N = 2 := by omega
    rcases hcases with rfl | rfl | rfl
    · refine single_direction_incomplete _ 0 0 (fun α β => ?_) hw
      simp [shellTensor]
    · refine single_direction_incomplete _ (w 0) (shellVec b φ 1 0) (fun α β => ?_) hw
      simp [shellTensor]
    · exact two_vectors_incomplete w b φ hw
  · intro hN
    exact ⟨fun _ => 2 / (N * b ^ 2), (equal_weight_complete_iff hN hb φ _).mpr rfl⟩
```

## An exact gradient for affine functions

Let $f(k)=c+g\cdot k$ with constant $c$ and slope $g$. Then $f(k+b_j)-f(k)=g\cdot b_j$, and with $w=2/(Nb^2)$

$$\sum_{j=0}^{N-1}w\,[f(k+b_j)-f(k)]\,b_j
=\Big(\sum_{j=0}^{N-1}w\,b_jb_j^{\mathsf T}\Big)g=g .$$

For the three vectors above and $f(k)=k_x$, the differences are $2$, $-1$ and $-1$. The formula gives $\tfrac16\,[\,2(2,0)-(-1,\sqrt3)-(-1,-\sqrt3)\,]=(1,0)$, the correct gradient.

In the theorem, `hf` states that the real-valued function `f` is affine, and `g ⬝ᵥ k` is the scalar product. The step `key` rewrites each component of the difference formula as the tensor acting on the slope; completeness then replaces the tensor by the identity.

For Wannier spreads on a planar mesh with a single regular shell, requiring exactness for affine functions fixes the common weight in the finite-difference derivative. The spread functional itself is not constructed, and the discretisation error for a function with curvature is not estimated.

```lean
/-- The finite-difference gradient built from a regular shell of at least three nonzero vectors with
weight `2 / (N b²)` is exact for every affine function of `k`. -/
theorem finite_difference_gradient {N : ℕ} (hN : 3 ≤ N) {b : ℝ} (hb : b ≠ 0) (φ c : ℝ)
    (g : Fin 2 → ℝ) (f : (Fin 2 → ℝ) → ℝ) (hf : ∀ k, f k = c + g ⬝ᵥ k) (k : Fin 2 → ℝ) :
    ∑ j ∈ Finset.range N,
      (2 / (N * b ^ 2) * (f (k + shellVec b φ N j) - f k)) • shellVec b φ N j = g := by
  have hT := (equal_weight_complete_iff hN hb φ (2 / (N * b ^ 2))).mpr rfl
  ext α
  -- the difference formula is the second-moment tensor applied to the slope
  have key : (∑ j ∈ Finset.range N,
      (2 / (N * b ^ 2) * (f (k + shellVec b φ N j) - f k)) • shellVec b φ N j) α
      = g 0 * shellTensor (fun _ => 2 / (N * b ^ 2)) b φ N α 0
        + g 1 * shellTensor (fun _ => 2 / (N * b ^ 2)) b φ N α 1 := by
    simp only [Finset.sum_apply, Pi.smul_apply, smul_eq_mul, shellTensor, Matrix.of_apply,
      Finset.mul_sum]
    rw [← Finset.sum_add_distrib]
    refine Finset.sum_congr rfl fun j _ => ?_
    simp only [hf, dotProduct, Fin.sum_univ_two, Pi.add_apply]
    ring
  have hid : ∀ i : Fin 2, g 0 * (1 : Matrix (Fin 2) (Fin 2) ℝ) i 0
      + g 1 * (1 : Matrix (Fin 2) (Fin 2) ℝ) i 1 = g i := by
    rw [Fin.forall_fin_two]
    constructor <;> simp
  rw [key, hT]
  exact hid α

end

end KPointShell
```

```lean
#print axioms KPointShell.exists_complete_weights_iff
#print axioms KPointShell.finite_difference_gradient
```

```
'KPointShell.exists_complete_weights_iff' depends on axioms: [propext, Classical.choice, Quot.sound]
'KPointShell.finite_difference_gradient' depends on axioms: [propext, Classical.choice, Quot.sound]
```
